# A rational 4 by 4 matrix of finite order has order 1, 2, 3, 4, 5, 6, 8, 10 or 12

## Symmetry operations in lattice coordinates

The order of a symmetry operation is the smallest \(m\ge 1\) for which \(m\) repetitions give the identity. A lattice restricts these orders: a rotation of the plane can have any order, but one that preserves a planar lattice cannot have order 5. The question here is which orders remain for a lattice in four dimensions.

Written in a lattice basis, a lattice symmetry that fixes the lattice point chosen as origin is a matrix of integers. Most of the argument needs only rational entries, so let \(M\) be a rational \(N\times N\) matrix, with minimal polynomial \(\mu_M\) and characteristic polynomial \(\chi_M\).

If \(M^m=1\), every eigenvalue of \(M\) is a root of unity. The primitive \(d\)-th roots of unity are the zeros of the cyclotomic polynomial

\[
\Phi_d(X)=\prod_{\substack{1\le a\le d\\ \gcd(a,d)=1}}\left(X-e^{2\pi i a/d}\right).
\]

Its degree is Euler's totient \(\varphi(d)\), the number of such \(a\). It has rational coefficients and is irreducible over \(\mathbb Q\), so a rational matrix with one primitive \(d\)-th root among its eigenvalues has all of them.

For \(M\) of order \(m\), let \(D(M)\) be the set of divisors \(d\) of \(m\) with \(\Phi_d\mid\mu_M\). These are the orders of the individual eigenvalues. In Lean the set is `cyclotomicOrders M`, a name chosen for this development and not a textbook term. The coordinates are labelled by a finite type `n`, and \(N\) is `Fintype.card n`. The order is `orderOf M`, which Mathlib sets to 0 when no positive power of \(M\) is the identity; \(D(M)\) is then empty.

```lean
import Mathlib

open Polynomial

namespace FourDimensionalRestriction

variable {n : Type*} [Fintype n] [DecidableEq n]

open Classical in
/-- The divisors `d` of the order of `M` for which the `d`-th cyclotomic polynomial divides
the minimal polynomial of `M`. -/
noncomputable def cyclotomicOrders (M : Matrix n n ℚ) : Finset ℕ :=
  (orderOf M).divisors.filter (fun d => cyclotomic d ℚ ∣ minpoly ℚ M)
```

Membership in \(D(M)\) is the conjunction of the two defining conditions:

```lean
/-- A number is a cyclotomic order of `M` exactly when it is among the divisors of the order of
`M` and its cyclotomic polynomial divides the minimal polynomial. -/
theorem mem_cyclotomicOrders {M : Matrix n n ℚ} {d : ℕ} : d ∈ cyclotomicOrders M ↔
    d ∈ (orderOf M).divisors ∧ cyclotomic d ℚ ∣ minpoly ℚ M := by
  simp only [cyclotomicOrders, Finset.mem_filter]
```

## The eigenvalues must fit into the space

For each \(d\in D(M)\) we have \(\Phi_d\mid\mu_M\mid\chi_M\). Different cyclotomic polynomials are coprime over \(\mathbb Q\), so their product also divides \(\chi_M\), which has degree \(N\). Comparing degrees gives

\[
\sum_{d\in D(M)}\varphi(d)\le N .
\]

In the proof, `hdvd` is the divisibility of \(\chi_M\) by the product, and `hdeg` is the comparison of degrees.

```lean
/-- The totients of the cyclotomic orders of a rational matrix add up to at most the dimension
of space. -/
theorem sum_totient_le (M : Matrix n n ℚ) :
    ∑ d ∈ cyclotomicOrders M, Nat.totient d ≤ Fintype.card n := by
  -- distinct cyclotomic polynomials are coprime, so their product divides the charpoly
  have hdvd : ∏ d ∈ cyclotomicOrders M, cyclotomic d ℚ ∣ M.charpoly := by
    refine Finset.prod_dvd_of_coprime ?_ ?_
    · intro a _ b _ hab
      exact cyclotomic.isCoprime_rat hab
    · intro d hd
      exact (mem_cyclotomicOrders.1 hd).2.trans (Matrix.minpoly_dvd_charpoly M)
  have hdeg := natDegree_le_of_dvd hdvd (Matrix.charpoly_monic M).ne_zero
  rw [natDegree_prod_of_monic _ _ (fun d _ => cyclotomic.monic d ℚ),
    Matrix.charpoly_natDegree_eq_dim] at hdeg
  simpa only [natDegree_cyclotomic] using hdeg
```

## The order is a least common multiple

Let \(M\) have finite order \(m\), and let \(L\) be the least common multiple of the elements of \(D(M)\), with \(L=1\) if the set is empty. Each element divides \(m\), so \(L\mid m\).

For the converse, \(M^m=1\) implies

\[
\mu_M \;\Big|\; X^m-1=\prod_{\substack{d\mid m\\ d\notin D(M)}}\Phi_d\;\prod_{d\in D(M)}\Phi_d .
\]

An irreducible \(\Phi_d\) that does not divide \(\mu_M\) is coprime to it, so the first product can be removed. Every \(d\in D(M)\) divides \(L\), and therefore

\[
\mu_M\;\Big|\;\prod_{d\in D(M)}\Phi_d\;\Big|\;X^L-1 .
\]

Substituting \(M\) gives \(M^L=1\), hence \(m\mid L\) and \(m=L\). The facts `h1`, `h2` and `h3` are the factorisation, the coprimality and the last divisibility; `h4` is the substitution of \(M\).

```lean
/-- The order of a rational matrix of finite order is the least common multiple of its
cyclotomic orders. -/
theorem orderOf_eq_lcm (M : Matrix n n ℚ) {k : ℕ} (hk : 1 ≤ k) (hM : M ^ k = 1) :
    orderOf M = (cyclotomicOrders M).lcm id := by
  have hpos : 0 < orderOf M := Nat.pos_of_dvd_of_pos (orderOf_dvd_of_pow_eq_one hM) hk
  have hL : (cyclotomicOrders M).lcm id ∣ orderOf M :=
    Finset.lcm_dvd fun d hd => Nat.dvd_of_mem_divisors (mem_cyclotomicOrders.1 hd).1
  have hLpos := Nat.pos_of_dvd_of_pos hL hpos
  have hsub : cyclotomicOrders M ⊆ (orderOf M).divisors :=
    fun d hd => (mem_cyclotomicOrders.1 hd).1
  -- the minimal polynomial divides the product of all cyclotomic factors of `X ^ m - 1`
  have h1 : minpoly ℚ M ∣ (∏ d ∈ (orderOf M).divisors \ cyclotomicOrders M, cyclotomic d ℚ) *
      ∏ d ∈ cyclotomicOrders M, cyclotomic d ℚ := by
    rw [Finset.prod_sdiff hsub, prod_cyclotomic_eq_X_pow_sub_one hpos]
    apply minpoly.dvd
    simp [pow_orderOf_eq_one]
  -- the factors that do not occur are coprime to it and drop out
  have h2 : IsCoprime (minpoly ℚ M)
      (∏ d ∈ (orderOf M).divisors \ cyclotomicOrders M, cyclotomic d ℚ) := by
    refine IsCoprime.prod_right fun d hd => ?_
    obtain ⟨hd1, hd2⟩ := Finset.mem_sdiff.1 hd
    have hirr := cyclotomic.irreducible_rat (Nat.pos_of_mem_divisors hd1)
    exact (hirr.coprime_iff_not_dvd.2 fun h => hd2 (mem_cyclotomicOrders.2 ⟨hd1, h⟩)).symm
  have h3 : ∏ d ∈ cyclotomicOrders M, cyclotomic d ℚ ∣
      (X ^ ((cyclotomicOrders M).lcm id) - 1 : ℚ[X]) := by
    rw [← prod_cyclotomic_eq_X_pow_sub_one hLpos]
    exact Finset.prod_dvd_prod_of_subset _ _ _ fun d hd =>
      Nat.mem_divisors.2 ⟨Finset.dvd_lcm (f := id) hd, hLpos.ne'⟩
  obtain ⟨q, hq⟩ := (h2.dvd_of_dvd_mul_left h1).trans h3
  have h4 := congrArg (aeval M) hq
  rw [map_mul, minpoly.aeval, zero_mul, map_sub, map_pow, aeval_X, map_one] at h4
  exact Nat.dvd_antisymm (orderOf_dvd_of_pow_eq_one (sub_eq_zero.1 h4)) hL
```

## Prime orders in any dimension

Suppose the order is a prime \(p\). Its only divisors are 1 and \(p\). If \(p\) were not in \(D(M)\), the least common multiple would be 1, contradicting the previous result. So \(p\in D(M)\), and the totient bound gives

\[
p-1=\varphi(p)\le N .
\]

This excludes order 5 for \(N\le 3\) and order 7 for \(N\le 5\). The four-dimensional theorem below does not use this consequence.

```lean
/-- A rational matrix of prime order `p` needs a space of dimension at least `p - 1`. -/
theorem prime_order_le (M : Matrix n n ℚ) {p : ℕ} (hp : p.Prime) (hM : orderOf M = p) :
    p ≤ Fintype.card n + 1 := by
  have hlcm := orderOf_eq_lcm M hp.one_lt.le (hM ▸ pow_orderOf_eq_one M)
  have hmem : p ∈ cyclotomicOrders M := by
    by_contra hnot
    -- otherwise only `d = 1` could occur and the order would be 1
    have h1 : (cyclotomicOrders M).lcm id ∣ 1 := Finset.lcm_dvd fun d hd => by
      have hdp : d ∣ p := hM ▸ Nat.dvd_of_mem_divisors (mem_cyclotomicOrders.1 hd).1
      rcases (Nat.dvd_prime hp).1 hdp with h | h
      · simp [h]
      · exact absurd (h ▸ hd) hnot
    rw [← hlcm, hM] at h1
    exact hp.one_lt.ne' (Nat.dvd_one.1 h1)
  have h2 := (Finset.single_le_sum (f := Nat.totient) (fun _ _ => Nat.zero_le _) hmem).trans
    (sum_totient_le M)
  rw [Nat.totient_prime hp] at h2
  omega
```

## Integers with totient at most four

Let \(\varphi(d)\le 4\), and let a prime power \(p^{j+1}\) divide \(d\), with \(j\ge 0\). Then \(\varphi(p^{j+1})=p^j(p-1)\) divides \(\varphi(d)\), so

\[
p^j(p-1)\le 4 .
\]

This leaves \(p=2\) with \(j\le 2\), and \(p=3\) or \(p=5\) with \(j=0\). Hence \(d\) divides \(2^3\cdot 3\cdot 5=120\). Among the divisors of 120, the numbers 1, 2, 3, 4, 5, 6, 8, 10 and 12 have totients 1, 1, 2, 2, 4, 2, 4, 4 and 4. The others, 15, 20, 24, 30, 40, 60 and 120, have totient at least 8.

Lean follows the same route. The table `key` treats the finitely many pairs \((p,j)\), and `check` runs through the divisors of 120. Both are evaluated by `decide +kernel`.

```lean
/-- The positive integers with totient at most four are among 1, 2, 3, 4, 5, 6, 8, 10, 12. -/
theorem mem_of_totient_le_four {d : ℕ} (hd : 0 < d) (h : Nat.totient d ≤ 4) :
    d ∈ ({1, 2, 3, 4, 5, 6, 8, 10, 12} : Finset ℕ) := by
  have key : ∀ p ∈ Finset.range 6, ∀ j ∈ Finset.range 4,
      2 ≤ p → p ^ j * (p - 1) ≤ 4 → p ^ (j + 1) ∣ 120 := by decide +kernel
  -- every prime power dividing `d` divides 120
  have h120 : d ∣ 120 := by
    rw [Nat.dvd_iff_prime_pow_dvd_dvd]
    intro p k hp hpk
    rcases k with _ | j
    · simp
    have h1 := (Nat.le_of_dvd (Nat.totient_pos.2 hd) (Nat.totient_dvd_of_dvd hpk)).trans h
    rw [Nat.totient_prime_pow_succ hp] at h1
    have h2 := hp.two_le
    have h3 : p - 1 ≤ 4 := (Nat.le_mul_of_pos_left _ (pow_pos hp.pos j)).trans h1
    have h4 : p ^ j ≤ 4 := (Nat.le_mul_of_pos_right _ (by omega)).trans h1
    have h5 : j < p ^ j := Nat.lt_pow_self hp.one_lt
    exact key p (Finset.mem_range.2 (by omega)) j
      (Finset.mem_range.2 (lt_of_lt_of_le h5 h4)) h2 h1
  have check : ∀ e ∈ Nat.divisors 120, Nat.totient e ≤ 4 →
      e ∈ ({1, 2, 3, 4, 5, 6, 8, 10, 12} : Finset ℕ) := by decide +kernel
  exact check d (Nat.mem_divisors.2 ⟨h120, by norm_num⟩) h
```

## Four dimensions

Now let \(N=4\) and \(M^k=1\) for some \(k\ge 1\). Every \(d\in D(M)\) has \(\varphi(d)\le 4\) and so belongs to the list. This alone is not enough, since the least common multiple of 3 and 5 is 15. The bound on the sum of totients settles the matter in two cases.

- If every \(d\in D(M)\) divides 12, then \(m\mid 12\), so \(m\) is 1, 2, 3, 4, 6 or 12.
- Otherwise some \(d\in D(M)\) is 5, 8 or 10, and \(\varphi(d)=4\). Any further element \(e\) would give \(4+\varphi(e)\le 4\), which is impossible because \(\varphi(e)\ge 1\). Thus \(D(M)=\{d\}\) and \(m=d\).

The split is `by_cases hall`. In the second case `honly` shows that every element of \(D(M)\) divides \(d\), with `omega` finding the contradiction in the totient sum.

```lean
/-- Crystallographic restriction in four dimensions: a rational 4 by 4 matrix with a positive
power equal to the identity has order 1, 2, 3, 4, 5, 6, 8, 10 or 12. -/
theorem crystallographic_restriction_four (M : Matrix (Fin 4) (Fin 4) ℚ) {k : ℕ}
    (hk : 1 ≤ k) (hM : M ^ k = 1) :
    orderOf M ∈ ({1, 2, 3, 4, 5, 6, 8, 10, 12} : Finset ℕ) := by
  have hlcm := orderOf_eq_lcm M hk hM
  have hsum := sum_totient_le M
  rw [Fintype.card_fin] at hsum
  have hlist : ∀ d ∈ cyclotomicOrders M,
      d ∈ ({1, 2, 3, 4, 5, 6, 8, 10, 12} : Finset ℕ) := fun d hd =>
    mem_of_totient_le_four (Nat.pos_of_mem_divisors (mem_cyclotomicOrders.1 hd).1)
      ((Finset.single_le_sum (f := Nat.totient) (fun _ _ => Nat.zero_le _) hd).trans hsum)
  by_cases hall : ∀ d ∈ cyclotomicOrders M, d ∣ 12
  · -- all cyclotomic orders divide 12, hence so does the order
    have h12 : orderOf M ∣ 12 := hlcm ▸ Finset.lcm_dvd hall
    have check : ∀ e ∈ Nat.divisors 12,
        e ∈ ({1, 2, 3, 4, 5, 6, 8, 10, 12} : Finset ℕ) := by decide +kernel
    exact check _ (Nat.mem_divisors.2 ⟨h12, by norm_num⟩)
  · -- one cyclotomic factor of degree four leaves no room for another
    push Not at hall
    obtain ⟨d, hd, hd12⟩ := hall
    have check : ∀ e ∈ ({1, 2, 3, 4, 5, 6, 8, 10, 12} : Finset ℕ),
        ¬ e ∣ 12 → Nat.totient e = 4 := by decide +kernel
    have hd4 := check d (hlist d hd) hd12
    have honly : ∀ e ∈ cyclotomicOrders M, e ∣ d := by
      intro e he
      by_contra hne
      have hde : d ≠ e := fun h => hne (h ▸ dvd_rfl)
      have hsub : ({d, e} : Finset ℕ) ⊆ cyclotomicOrders M := by
        intro x hx
        rcases Finset.mem_insert.1 hx with h | h
        · exact h ▸ hd
        · exact (Finset.mem_singleton.1 h) ▸ he
      have h2 := Finset.sum_le_sum_of_subset (f := Nat.totient) hsub
      rw [Finset.sum_pair hde] at h2
      have h3 := Nat.totient_pos.2 (Nat.pos_of_mem_divisors (mem_cyclotomicOrders.1 he).1)
      omega
    have hord : orderOf M = d := Nat.dvd_antisymm (hlcm ▸ Finset.lcm_dvd honly)
      (Nat.dvd_of_mem_divisors (mem_cyclotomicOrders.1 hd).1)
    exact hord ▸ hlist d hd
```

For a numerical instance, take

\[
M=\begin{pmatrix}A&0\\0&C\end{pmatrix},\qquad
A=\begin{pmatrix}0&-1\\1&-1\end{pmatrix},\qquad
C=\begin{pmatrix}0&-1\\1&0\end{pmatrix}.
\]

Here

\[
A^2=\begin{pmatrix}-1&1\\-1&0\end{pmatrix},
\]

so \(A^2+A+1=0\) and \(A^3=1\), while \(C^2=-1\) and \(C^4=1\). The eigenvalue orders are \(D(M)=\{3,4\}\), with totient sum \(2+2=4\) and least common multiple 12. Directly, \(M^{12}=1\), while \(M^4\) has the block \(A^4=A\ne 1\) and \(M^6\) has the block \(C^6=-1\). The order is therefore exactly 12.

## From lattice coordinates to Cartesian coordinates

Let the columns \(b_1,\dots,b_4\) of a real matrix \(B\) be a lattice basis; they are linearly independent when \(\det B\ne 0\). A linear operation \(R\) that sends each basis vector to an integer combination of the basis satisfies

\[
R\,b_c=\sum_a M_{ac}\,b_a,\qquad\text{that is}\qquad RB=BM,
\]

where \(M\) is now an integer matrix. Repeating the operation gives \(R^jB=BM^j\) for every \(j\ge 0\). Since \(B\) is invertible, \(R^j=1\) exactly when \(M^j=1\), so \(R\) and \(M\) have the same order. Reading the integer entries as rational numbers does not change that order, and the previous theorem applies.

In Lean, `hRB` is the equation \(RB=BM\), with `M.map` turning integer entries into real ones. Step `h1` compares the powers of \(R\) and \(M\); `h2` and `h3` change the number system.

```lean
/-- Let the columns of an invertible real `B` be a lattice basis in four dimensions. A linear
operation `R` of finite order that maps each basis vector to an integer combination of the basis
has order 1, 2, 3, 4, 5, 6, 8, 10 or 12. -/
theorem lattice_symmetry_order (R B : Matrix (Fin 4) (Fin 4) ℝ) (M : Matrix (Fin 4) (Fin 4) ℤ)
    (hB : B.det ≠ 0) (hRB : R * B = B * M.map (Int.cast : ℤ → ℝ))
    {k : ℕ} (hk : 1 ≤ k) (hR : R ^ k = 1) :
    orderOf R ∈ ({1, 2, 3, 4, 5, 6, 8, 10, 12} : Finset ℕ) := by
  have hu : IsUnit B := (Matrix.isUnit_iff_isUnit_det B).2 (isUnit_iff_ne_zero.2 hB)
  have hs : SemiconjBy B (M.map (Int.cast : ℤ → ℝ)) R := hRB.symm
  -- the order does not depend on the basis
  have h1 : orderOf R = orderOf (M.map (Int.cast : ℤ → ℝ)) := by
    rw [orderOf_eq_orderOf_iff]
    intro j
    have hj : B * (M.map (Int.cast : ℤ → ℝ)) ^ j = R ^ j * B := (hs.pow_right j).eq
    constructor
    · intro h
      rw [h, one_mul] at hj
      exact hu.mul_left_cancel (hj.trans (mul_one B).symm)
    · intro h
      rw [h, mul_one] at hj
      exact hu.mul_right_cancel (hj.symm.trans (one_mul B).symm)
  -- nor on whether the integer entries are read as real or rational numbers
  have h2 : orderOf (M.map (Int.cast : ℤ → ℝ)) = orderOf M :=
    orderOf_injective ((Int.castRingHom ℝ).mapMatrix :
      Matrix (Fin 4) (Fin 4) ℤ →+* Matrix (Fin 4) (Fin 4) ℝ).toMonoidHom
      (Matrix.map_injective Int.cast_injective) M
  have h3 : orderOf (M.map (Int.cast : ℤ → ℚ)) = orderOf M :=
    orderOf_injective ((Int.castRingHom ℚ).mapMatrix :
      Matrix (Fin 4) (Fin 4) ℤ →+* Matrix (Fin 4) (Fin 4) ℚ).toMonoidHom
      (Matrix.map_injective Int.cast_injective) M
  have h4 : orderOf R = orderOf (M.map (Int.cast : ℤ → ℚ)) := h1.trans (h2.trans h3.symm)
  have hpos : 0 < orderOf R := Nat.pos_of_dvd_of_pos (orderOf_dvd_of_pow_eq_one hR) hk
  rw [h4] at hpos ⊢
  exact crystallographic_restriction_four _ hpos (pow_orderOf_eq_one _)

end FourDimensionalRestriction
```

The matrix \(R\) need not be orthogonal, but its finite order is a hypothesis, `hR`. For a physical lattice symmetry that fixes a lattice point, this comes from a separate argument: an isometry permutes the finitely many lattice vectors no longer than the longest basis vector, so some positive power fixes the whole basis. The theorem limits the possible orders and makes no statement about which of them a particular lattice has.

The result bears on plane-wave calculations for planar quasicrystals whose wave vectors are labelled by four integers: a symmetry that acts on these labels through an integer 4 by 4 matrix of finite order can act only with one of the nine listed orders.

```lean
#print axioms FourDimensionalRestriction.orderOf_eq_lcm
-- 'FourDimensionalRestriction.orderOf_eq_lcm' depends on axioms: [propext, Classical.choice, Quot.sound]
#print axioms FourDimensionalRestriction.prime_order_le
-- 'FourDimensionalRestriction.prime_order_le' depends on axioms: [propext, Classical.choice, Quot.sound]
#print axioms FourDimensionalRestriction.lattice_symmetry_order
-- 'FourDimensionalRestriction.lattice_symmetry_order' depends on axioms: [propext, Classical.choice, Quot.sound]
```
